# Lower bounds on the radial kinetic energy of an s-wave pseudo-orbital from its norm and its boundary value

When a norm-conserving pseudopotential is generated for an s state, one chooses a core radius $R$ and replaces the all-electron radial function inside it by a smoother one. The replacement keeps the norm in the sphere and joins the outer function smoothly at $R$, so in particular it keeps the value there. Ultrasoft schemes relax the norm condition. The question here is how much radial kinetic energy the norm and the boundary value each force on the new function.

Write the s orbital as $\psi(r) = u(r)/(\sqrt{4\pi}\,r)$ with $u$ real, and let $a = u(R)$. The radial kinetic energy in the sphere is $\tfrac12\int_0^R u'^2\,dr$ in atomic units, which exceeds the integral of $\tfrac12|\nabla\psi|^2$ over the sphere by $a^2/(2R)$. For continuously differentiable $u$ with $u(0)=0$, there are two lower bounds:

$$\int_0^R u'^2\,dr \ \ge\ \frac{2}{R^2}\int_0^R u^2\,dr, \qquad \int_0^R u'^2\,dr \ \ge\ \frac{a^2}{R}.$$

The first is set by the norm and the second by the boundary value alone. The second is attained by the straight line $u = ar/R$ and by no other function.

In Lean 4 with Mathlib:

```lean
import Mathlib

open Set MeasureTheory

namespace RadialPseudisation
```

## The orbital and its energy

A finite $\psi$ at the nucleus requires $u(0)=0$. Without any condition at the origin both bounds would fail, since a nonzero constant $u$ has zero slope but nonzero norm and boundary value. The other requirement is that $u$ has a continuous derivative on the closed interval $[0,R]$, one-sided at the two ends.

```lean
/-- A radial orbital `u` on the sphere `[0, R]`: continuously differentiable with
derivative `u'`, and vanishing at the origin. -/
structure IsRadialOrbital (R : ℝ) (u u' : ℝ → ℝ) : Prop where
  hasDeriv : ∀ r ∈ Icc 0 R, HasDerivWithinAt u (u' r) (Icc 0 R) r
  cont : ContinuousOn u' (Icc 0 R)
  origin : u 0 = 0
```

In `IsRadialOrbital R u u'` the symbol `u'` is a separate function, and the field `hasDeriv` ties it to `u` as its derivative within $[0,R]$. The letter `R` is the core radius, not a radial wavefunction. Nothing is asked of `u` outside the sphere, and no Schrödinger equation is imposed.

In atomic units the energy used here is

$$T = \tfrac12\int_0^R u'^2\,dr .$$

```lean
/-- The radial kinetic energy `½ ∫ u'²` of an s wave over `[0, R]`, in atomic units. -/
noncomputable def kineticEnergy (R : ℝ) (u' : ℝ → ℝ) : ℝ :=
  1 / 2 * ∫ r in (0 : ℝ)..R, u' r ^ 2
```

This $T$ is the radial kinetic energy, which differs from the gradient energy of $\psi$ in the sphere. For an s wave the integral of $\tfrac12|\nabla\psi|^2$ over the sphere is

$$\tfrac12\int_0^R\Big(u'-\frac ur\Big)^2dr = \tfrac12\int_0^R u'^2\,dr-\frac{a^2}{2R},$$

because $(u'-u/r)^2 = u'^2-(u^2/r)'$ and $u^2/r\to0$ at the origin. The two energies differ by a surface term that depends only on $a$. It cancels against the exterior region when the orbital is continuous at $R$. Two pseudo-orbitals with the same $a$ therefore differ by the same energy in either convention.

## What the boundary value costs

The candidate for the smallest cost is the straight line from $0$ to $a$. It has slope $a/R$ everywhere and vanishes at the origin, so it is an admissible orbital. In terms of $\psi$ it is a constant inside the sphere.

```lean
/-- The linear function `a r / R` is a radial orbital with constant slope `a / R`. -/
theorem linear_orbital (R a : ℝ) :
    IsRadialOrbital R (fun r => a * r / R) (fun _ => a / R) := by
  refine ⟨fun r _ => ?_, continuousOn_const, by simp⟩
  have hl : HasDerivAt (fun x : ℝ => a * x / R) (a / R) r := by
    simpa using ((hasDerivAt_id' r).const_mul a).div_const R
  exact hl.hasDerivWithinAt
```

Any other orbital with the same end value has the same mean slope. By the fundamental theorem of calculus and $u(0)=0$,

$$\int_0^s u'(r)\,dr = u(s)-u(0) = u(s), \qquad 0\le s\le R .$$

```lean
/-- The value of a radial orbital at `s ∈ [0, R]` is the integral of its slope up to `s`. -/
theorem integral_slope {R s : ℝ} {u u' : ℝ → ℝ} (h : IsRadialOrbital R u u')
    (hs : s ∈ Icc 0 R) : ∫ r in (0 : ℝ)..s, u' r = u s := by
  have hsub : Icc 0 s ⊆ Icc 0 R := Icc_subset_Icc_right hs.2
  rw [intervalIntegral.integral_eq_sub_of_hasDerivAt_of_le hs.1
    (fun r hr => ((h.hasDeriv r (hsub hr)).continuousWithinAt).mono hsub)
    (fun r hr => (h.hasDeriv r (hsub (Ioo_subset_Icc_self hr))).hasDerivAt
      (Icc_mem_nhds hr.1 (lt_of_lt_of_le hr.2 hs.2)))
    (ContinuousOn.intervalIntegrable_of_Icc hs.1 (h.cont.mono hsub)), h.origin, sub_zero]
```

The Mathlib theorem behind this step asks for continuity on $[0,s]$ and an ordinary two-sided derivative in the interior. The latter follows from the derivative within $[0,R]$, because that interval is a neighbourhood of each of its interior points.

Now take $R>0$ and measure how far the slope strays from its mean $a/R$. Expanding the square and using $\int_0^R u'\,dr=a$ gives

$$\int_0^R\Big(u'-\frac aR\Big)^2dr
=\int_0^R u'^2\,dr-\frac{2a}{R}\,a+R\,\frac{a^2}{R^2}
=\int_0^R u'^2\,dr-\frac{a^2}{R}.$$

```lean
/-- For a radial orbital with `u(R) = a` and `R > 0`, the excess of `∫ u'²` over `a² / R`
is the integrated squared deviation of the slope from `a / R`. -/
theorem matching_excess {R a : ℝ} {u u' : ℝ → ℝ} (hR : 0 < R)
    (h : IsRadialOrbital R u u') (ha : u R = a) :
    ∫ r in (0 : ℝ)..R, (u' r - a / R) ^ 2
      = (∫ r in (0 : ℝ)..R, u' r ^ 2) - a ^ 2 / R := by
  have cu' := h.cont
  have i1 : IntervalIntegrable (fun r => u' r ^ 2) volume 0 R :=
    ContinuousOn.intervalIntegrable_of_Icc hR.le (by fun_prop)
  have i2 : IntervalIntegrable (fun r => 2 * (a / R) * u' r) volume 0 R :=
    ContinuousOn.intervalIntegrable_of_Icc hR.le (by fun_prop)
  have i3 : IntervalIntegrable (fun _ : ℝ => (a / R) ^ 2) volume 0 R :=
    intervalIntegrable_const
  have e : (fun r => (u' r - a / R) ^ 2)
      = fun r => u' r ^ 2 - 2 * (a / R) * u' r + (a / R) ^ 2 := by
    funext r
    ring
  rw [e, intervalIntegral.integral_add (i1.sub i2) i3, intervalIntegral.integral_sub i1 i2,
    intervalIntegral.integral_const_mul, intervalIntegral.integral_const,
    integral_slope h ⟨hR.le, le_rfl⟩, ha, smul_eq_mul]
  have hq : R * (a / R) ^ 2 = a ^ 2 / R := by field_simp
  linear_combination hq
```

The facts `i1`, `i2` and `i3` state that the three terms of the expansion are integrable, which lets the integral be split. `integral_slope` at $s=R$ then evaluates the middle term.

The left side is an integral of a square, so it is non-negative, and the bound $\int_0^R u'^2\,dr\ge a^2/R$ follows. If equality holds, the integral of the square is zero. A continuous non-negative function with zero integral vanishes everywhere, so $u'=a/R$ on $[0,R]$, and integrating from the origin gives $u(s)=as/R$. Conversely, if $u$ is this line, its slope is $a/R$ and the excess is zero.

```lean
/-- A radial orbital with `u(R) = a` and `R > 0` satisfies `∫ u'² ≥ a² / R`, with equality
exactly when `u` is the linear function `a r / R` on the sphere. -/
theorem matching_bound {R a : ℝ} {u u' : ℝ → ℝ} (hR : 0 < R)
    (h : IsRadialOrbital R u u') (ha : u R = a) :
    a ^ 2 / R ≤ ∫ r in (0 : ℝ)..R, u' r ^ 2 ∧
    (∫ r in (0 : ℝ)..R, u' r ^ 2 = a ^ 2 / R ↔ ∀ r ∈ Icc 0 R, u r = a * r / R) := by
  have hex := matching_excess hR h ha
  have cu' := h.cont
  refine ⟨?_, fun heq => ?_, fun hlin => ?_⟩
  · have h0 : 0 ≤ ∫ r in (0 : ℝ)..R, (u' r - a / R) ^ 2 :=
      intervalIntegral.integral_nonneg hR.le (fun r _ => sq_nonneg _)
    linarith
  · -- zero excess forces a constant slope
    have hz : ∀ r ∈ Icc 0 R, u' r = a / R := by
      intro r hr
      by_contra hne
      have hsq : 0 < (u' r - a / R) ^ 2 :=
        lt_of_le_of_ne (sq_nonneg _) (pow_ne_zero 2 (sub_ne_zero.2 hne)).symm
      have hp : 0 < ∫ r in (0 : ℝ)..R, (u' r - a / R) ^ 2 :=
        intervalIntegral.integral_pos hR (by fun_prop) (fun x _ => sq_nonneg _) ⟨r, hr, hsq⟩
      linarith
    intro s hs
    have hcg : ∫ r in (0 : ℝ)..s, u' r = ∫ _r in (0 : ℝ)..s, a / R := by
      apply intervalIntegral.integral_congr
      intro r hr
      rw [uIcc_of_le hs.1] at hr
      exact hz r ⟨hr.1, hr.2.trans hs.2⟩
    rw [← integral_slope h hs, hcg, intervalIntegral.integral_const, smul_eq_mul]
    ring
  · -- a linear orbital has slope `a / R` everywhere
    have h0 : ∫ r in (0 : ℝ)..R, (u' r - a / R) ^ 2 = ∫ _r in (0 : ℝ)..R, (0 : ℝ) := by
      apply intervalIntegral.integral_congr
      intro r hr
      rw [uIcc_of_le hR.le] at hr
      have hu := uniqueDiffOn_Icc hR r hr
      have h2 := ((linear_orbital R a).hasDeriv r hr).congr hlin (hlin r hr)
      have hz : u' r = a / R :=
        ((h.hasDeriv r hr).derivWithin hu).symm.trans (h2.derivWithin hu)
      simp [hz]
    rw [intervalIntegral.integral_zero] at h0
    linarith
```

The theorem states the inequality together with an "if and only if" for the equality case, which concerns $u$ on $[0,R]$ only. The three bullets of the proof follow the three parts of the argument. In the second, a single point where the slope differs from $a/R$ would make the integral positive by `intervalIntegral.integral_pos`. In the third, `uniqueDiffOn_Icc` says that a derivative within $[0,R]$ is unique, endpoints included, so `u'` must agree with the slope of the line.

## What the norm costs

The boundary-value bound also controls the amplitude at interior points. For $0<s\le R$, apply it to the smaller sphere $[0,s]$, where the end value is $u(s)$:

$$\frac{u(s)^2}{s}\le\int_0^s u'^2\,dr\le\int_0^R u'^2\,dr .$$

Hence $u(s)^2\le s\int_0^R u'^2\,dr$. At $s=0$ both sides are zero.

```lean
/-- The squared amplitude of a radial orbital at `s ∈ [0, R]` is at most `s ∫ u'²`. -/
theorem amplitude_bound {R s : ℝ} {u u' : ℝ → ℝ} (h : IsRadialOrbital R u u')
    (hs : s ∈ Icc 0 R) : u s ^ 2 ≤ s * ∫ r in (0 : ℝ)..R, u' r ^ 2 := by
  rcases hs.1.eq_or_lt with h0 | h0
  · rw [← h0, h.origin]
    simp
  · -- apply the matching bound on the smaller sphere `[0, s]`
    have hsub : Icc 0 s ⊆ Icc 0 R := Icc_subset_Icc_right hs.2
    have h' : IsRadialOrbital s u u' :=
      ⟨fun r hr => (h.hasDeriv r (hsub hr)).mono hsub, h.cont.mono hsub, h.origin⟩
    have hb := (matching_bound h0 h' rfl).1
    rw [div_le_iff₀ h0] at hb
    have c2 : ContinuousOn (fun r => u' r ^ 2) (Icc 0 R) := h.cont.pow 2
    have hadd := intervalIntegral.integral_add_adjacent_intervals
      (ContinuousOn.intervalIntegrable_of_Icc (μ := volume) h0.le (c2.mono hsub))
      (ContinuousOn.intervalIntegrable_of_Icc hs.2 (c2.mono (Icc_subset_Icc_left h0.le)))
    have hn : 0 ≤ ∫ r in s..R, u' r ^ 2 :=
      intervalIntegral.integral_nonneg hs.2 (fun r _ => sq_nonneg _)
    rw [← hadd]
    nlinarith [mul_nonneg h0.le hn]
```

The proof treats $s=0$ separately, since the bound on the smaller sphere needs a positive radius. For $s>0$ the fact `h'` restricts the orbital to $[0,s]$, `hadd` splits the integral at $s$, and `hn` records that the discarded part is non-negative.

Integrating this inequality over $s$ turns the pointwise statement into one about the norm:

$$\int_0^R u(s)^2\,ds\le\Big(\int_0^R s\,ds\Big)\int_0^R u'^2\,dr=\frac{R^2}{2}\int_0^R u'^2\,dr .$$

Multiplication by $2/R^2$ gives the first bound of the introduction.

```lean
/-- Every radial orbital on a sphere of radius `R > 0` satisfies
`∫ u'² ≥ (2 / R²) ∫ u²`. -/
theorem norm_bound {R : ℝ} {u u' : ℝ → ℝ} (hR : 0 < R) (h : IsRadialOrbital R u u') :
    2 / R ^ 2 * ∫ r in (0 : ℝ)..R, u r ^ 2 ≤ ∫ r in (0 : ℝ)..R, u' r ^ 2 := by
  have cu : ContinuousOn u (Icc 0 R) := fun r hr => (h.hasDeriv r hr).continuousWithinAt
  have hI : ∫ s in (0 : ℝ)..R, u s ^ 2
      ≤ ∫ s in (0 : ℝ)..R, s * ∫ r in (0 : ℝ)..R, u' r ^ 2 :=
    intervalIntegral.integral_mono_on hR.le
      (ContinuousOn.intervalIntegrable_of_Icc hR.le (cu.pow 2))
      ((continuous_id.mul continuous_const).intervalIntegrable 0 R)
      (fun s hs => amplitude_bound h hs)
  rw [intervalIntegral.integral_mul_const, integral_id] at hI
  rw [div_mul_eq_mul_div, div_le_iff₀ (by positivity)]
  linarith
```

The comparison of the two integrals is `intervalIntegral.integral_mono_on`, fed with `amplitude_bound` at each $s$, and `integral_id` supplies $R^2/2$. The constant 2 is not the best possible: a classical result, quoted here without proof, replaces it by $\pi^2/4\approx2.47$, attained by the quarter wave $\sin(\pi r/2R)$.

Let $\varphi$ be the all-electron radial function, and call $N=\int_0^R\varphi^2\,dr$ its norm in the sphere. As is usual for pseudopotentials, "norm" means the integral of the square. For an orbital normalised over all space, $N$ is the probability of finding the electron inside $R$. Norm conservation requires $\int_0^R u^2\,dr=N$, so half of the previous bound reads

$$T\ge\frac{N}{R^2}.$$

```lean
/-- For `R > 0`, a pseudo-orbital with the same norm in the sphere as the all-electron orbital `φ`
has radial kinetic energy `½ ∫ u'²` at least `(1 / R²) ∫ φ²` there. -/
theorem norm_conservation_forces_kinetic {R : ℝ} {u u' φ : ℝ → ℝ} (hR : 0 < R)
    (h : IsRadialOrbital R u u')
    (hN : ∫ r in (0 : ℝ)..R, u r ^ 2 = ∫ r in (0 : ℝ)..R, φ r ^ 2) :
    1 / R ^ 2 * ∫ r in (0 : ℝ)..R, φ r ^ 2 ≤ kineticEnergy R u' := by
  have hb := norm_bound hR h
  rw [hN] at hb
  unfold kineticEnergy
  linear_combination (1 / 2) * hb
```

The hypothesis `hN` is the norm-conservation condition, and it is all that is used about `φ`. Matching of values or slopes at $R$ is not required here, so the bound applies in particular to pseudo-orbitals that do match.

For one s orbital in a sphere of fixed radius, this is a floor that no choice of smooth pseudo-orbital gets under while the norm is kept. It is higher than the floor $a^2/(2R)$ from the boundary value when $N>a^2R/2$. In that case the surface-term identity above shows that the gradient energy in the sphere is at least $N/R^2-a^2/(2R)$, which is positive.

## Any norm but one costs extra

The straight line has a definite norm,

$$\int_0^R\frac{a^2r^2}{R^2}\,dr=\frac{a^2R}{3}.$$

Suppose a pseudo-orbital has boundary value $a$ and some other norm. It can't be the straight line, so equality in the boundary-value bound is excluded and

$$\int_0^R u'^2\,dr>\frac{a^2}{R}.$$

```lean
/-- For `R > 0`, a radial orbital with `u(R) = a` whose norm in the sphere differs from
`a² R / 3` has `∫ u'²` strictly above `a² / R`. -/
theorem norm_mismatch_costs {R a : ℝ} {u u' : ℝ → ℝ} (hR : 0 < R)
    (h : IsRadialOrbital R u u') (ha : u R = a)
    (hN : ∫ r in (0 : ℝ)..R, u r ^ 2 ≠ a ^ 2 * R / 3) :
    a ^ 2 / R < ∫ r in (0 : ℝ)..R, u' r ^ 2 := by
  obtain ⟨hb, he⟩ := matching_bound hR h ha
  refine lt_of_le_of_ne hb fun e => hN ?_
  -- equality would make `u` linear, which fixes its norm
  have hc : ∫ r in (0 : ℝ)..R, u r ^ 2 = ∫ r in (0 : ℝ)..R, (a / R) ^ 2 * r ^ 2 := by
    apply intervalIntegral.integral_congr
    intro r hr
    rw [uIcc_of_le hR.le] at hr
    simp only [he.1 e.symm r hr]
    ring
  have hq : (a / R) ^ 2 * R ^ 3 = a ^ 2 * R := by field_simp
  rw [hc, intervalIntegral.integral_const_mul, integral_pow]
  push_cast
  linear_combination hq / 3

end RadialPseudisation
```

The proof runs by contradiction. Equality would make $u$ linear by `matching_bound`, the integral of its square would then be $a^2R/3$, and this contradicts `hN`. The theorem gives a strict inequality but no size for the gap.

In terms of $\psi$, an orbital that only has to match in value can be constant inside the sphere, with zero gradient energy. Once a norm other than $a^2R/3$ is prescribed, the gradient energy must be positive. In this model of a single s channel, where only the value at $R$ is matched, dropping such a norm condition therefore allows the gradient energy in the sphere to fall to zero. The bounds don't translate directly into a plane-wave cutoff, which also depends on how the Fourier components of the whole orbital decay.

## A very small core radius

At fixed $N$ the floor $N/R^2$ grows without limit as $R\to0$, but the norm of a given all-electron orbital does not stay fixed. Near the nucleus $\varphi\approx cr$ with a constant slope $c$, so $N\approx c^2R^3/3$ and the floor is about $c^2R/3$. The all-electron function itself has $T\approx c^2R/2$ there. Both vanish linearly with $R$, and the floor accounts for two thirds of the actual value.

```lean
#print axioms RadialPseudisation.norm_conservation_forces_kinetic
#print axioms RadialPseudisation.norm_mismatch_costs
```

```
'RadialPseudisation.norm_conservation_forces_kinetic' depends on axioms: [propext, Classical.choice, Quot.sound]
'RadialPseudisation.norm_mismatch_costs' depends on axioms: [propext, Classical.choice, Quot.sound]
```
